# The spin products on a triangle of Ising spins sum to 3 if the spins are equal and to −1 otherwise

The declaration `triangle_sum` concerns classical Ising spins, each 1 or −1, on the sites of a finite graph. For any three mutually adjacent sites, it says that the products of the spins at the ends of the three edges add up to 3 if all three spins are equal, and to −1 if they are not. The statement is about this sum alone, and no coupling constant or energy enters it. The proof names the corners and writes the sum as three products. It then treats equal spins by substitution, and unequal spins by going through all eight choices of sign with the hypothesis `key`, which says that the first spin does not equal both of the others.

In Lean, a first try:

```lean
import Mathlib

open Finset

namespace IsingTriangleFrustration

noncomputable section

variable {V : Type*} [Fintype V] [DecidableEq V]

/-- An Ising configuration assigns a spin `1` or `-1` to every site. -/
def IsIsing (s : V → ℝ) : Prop := ∀ i, s i = 1 ∨ s i = -1

/-- The spin product `s i * s j` on the unordered bond between `i` and `j`. -/
def bond (s : V → ℝ) : Sym2 V → ℝ :=
  Sym2.lift ⟨fun i j => s i * s j, fun _ _ => mul_comm _ _⟩

/-- The edges of the graph with both ends in `t`. -/
def triangleBonds (G : SimpleGraph V) [DecidableRel G.Adj] (t : Finset V) : Finset (Sym2 V) :=
  G.edgeFinset.filter (fun e => e ∈ t.sym2)

/-- All spins in `t` are equal. -/
def Aligned (s : V → ℝ) (t : Finset V) : Prop := ∀ i ∈ t, ∀ j ∈ t, s i = s j

variable {G : SimpleGraph V} [DecidableRel G.Adj] {T : Finset (Finset V)} {s : V → ℝ} {J : ℝ}

/-- A sum over the bonds of a triangle has three terms, one for each pair of corners. -/
theorem sum_triangleBonds {a b c : V} (hab : G.Adj a b) (hac : G.Adj a c) (hbc : G.Adj b c)
    (f : Sym2 V → ℝ) :
    ∑ e ∈ triangleBonds G {a, b, c}, f e = f s(a, b) + f s(a, c) + f s(b, c) := by
  have hset : triangleBonds G {a, b, c} = {s(a, b), s(a, c), s(b, c)} := by
    ext e
    induction e using Sym2.ind with
    | _ x y =>
      simp only [triangleBonds, mem_filter, SimpleGraph.mem_edgeFinset,
        SimpleGraph.mem_edgeSet, mk_mem_sym2_iff, mem_insert, mem_singleton, Sym2.eq_iff]
      constructor
      · rintro ⟨h, hx, hy⟩
        have hne := h.ne
        rcases hx with rfl | rfl | rfl <;> rcases hy with rfl | rfl | rfl <;> simp_all
      · rintro ((⟨rfl, rfl⟩ | ⟨rfl, rfl⟩) | (⟨rfl, rfl⟩ | ⟨rfl, rfl⟩) |
          (⟨rfl, rfl⟩ | ⟨rfl, rfl⟩)) <;>
        simp [hab, hac, hbc, hab.symm, hac.symm, hbc.symm]
  rw [hset, sum_insert, sum_insert, sum_singleton, add_assoc]
  · simp [hab.ne, hac.ne]
  · simp [hab.ne, hac.ne, hbc.ne, hab.ne.symm]

/-- For an Ising configuration, the spin products on a triangle add up to `3` if its spins are all
equal, and to `-1` otherwise. -/
theorem triangle_sum (hs : IsIsing s) {t : Finset V} (ht : G.IsNClique 3 t) :
    (Aligned s t → ∑ e ∈ triangleBonds G t, bond s e = 3) ∧
    (¬ Aligned s t → ∑ e ∈ triangleBonds G t, bond s e = -1) := by
  obtain ⟨a, b, c, hab, hac, hbc, rfl⟩ := SimpleGraph.is3Clique_iff.mp ht
  rw [sum_triangleBonds hab hac hbc]
  change (_ → s a * s b + s a * s c + s b * s c = 3) ∧
    (_ → s a * s b + s a * s c + s b * s c = -1)
  constructor
  · intro hal
    have h1 := hal a (by simp) b (by simp)
    have h2 := hal a (by simp) c (by simp)
    rw [← h1, ← h2]
    rcases hs a with h | h <;> rw [h] <;> norm_num
  · intro hna
    have key : ¬ (s a = s b ∧ s a = s c) := fun ⟨h1, h2⟩ => hna (by
      intro i hi j hj
      simp only [mem_insert, mem_singleton] at hi hj
      rcases hi with rfl | rfl | rfl <;> rcases hj with rfl | rfl | rfl <;> linarith)
    rcases hs a with ha | ha <;> rcases hs b with hb | hb <;> rcases hs c with hc | hc <;>
      rw [ha, hb, hc] at key ⊢ <;> norm_num at key ⊢

end

end IsingTriangleFrustration
```

Lean reports:

```
Main.lean:69:35: error: No goals to be solved
Main.lean:69:35: error: No goals to be solved
```

As a diff, the version that Lean accepts:

```diff
@@ -67,5 +67,5 @@
       rcases hi with rfl | rfl | rfl <;> rcases hj with rfl | rfl | rfl <;> linarith)
     rcases hs a with ha | ha <;> rcases hs b with hb | hb <;> rcases hs c with hc | hc <;>
-      rw [ha, hb, hc] at key ⊢ <;> norm_num at key ⊢
+      (revert key; rw [ha, hb, hc]; norm_num)
 
 end
```

Both messages point to `norm_num at key ⊢`, in the part of the proof where the spins are assumed not all equal. The split into eight sign choices still includes the two in which they are equal, all 1 or all −1. There, after the rewriting, `key` denies something true, such as `1 = 1 ∧ 1 = 1`. `norm_num` reduces `key` to `False`, which closes the goal at once. It has also been told to simplify the goal, `⊢`, but none is left, hence "No goals to be solved", once for each of the two cases.

The repair uses `revert key` to move the hypothesis into the goal, which becomes an implication from `key` to the equation for the sum. `rw` then puts in the spin values throughout, and `norm_num` has only one place to work. In the two equal-spin cases the implication holds because its premise is false, and in the other six because the sum is indeed −1. The parentheses make the three steps run together in each case.
